# Zero-point mean square displacement in a periodic harmonic chain grows as the logarithm of its length

Let $N$ atoms of mass $m$ form a ring with nearest-neighbour springs $K$, and number its vibrational modes $k=0,\dots,N-1$, where $k=0$ is the uniform translation and is removed. The question is how the atoms' mean square displacement $\langle u^2\rangle$ in the quantum ground state grows with $N$.

In Lean 4 with Mathlib:

```lean
import Mathlib

open Real Filter Topology

namespace QuantumChain

noncomputable section

/-- Frequency of mode `k` of a periodic chain of `N ≥ 1` atoms of mass `m > 0` joined by
springs `K`. -/
def modeFrequency (K m : ℝ) (N k : ℕ) : ℝ := 2 * √(K / m) * sin (π * k / N)

/-- Displacement of atom `n` in a cosine wave of mode `k` and phase `φ`, for `N ≥ 1`. -/
def wave (N k : ℕ) (φ : ℝ) (n : ℤ) : ℝ := cos (2 * π * k * n / N + φ)

/-- Ground-state mean square displacement per atom: the zero-point variances `ħ/(2mω)` of the
modes `k = 1, ..., N-1`, summed and divided by `N`, for `N ≥ 1` and `K, m > 0`. -/
def zeroPointMSD (hbar K m : ℝ) (N : ℕ) : ℝ :=
  1 / N * ∑ k ∈ Finset.Ico 1 N, hbar / (2 * m * modeFrequency K m N k)

/-- The mean square displacement in units of `ħ/√(Km)`, for `N ≥ 1`. -/
def reducedMSD (N : ℕ) : ℝ :=
  1 / N * ∑ k ∈ Finset.Ico 1 N, 1 / (4 * sin (π * k / N))

/-- For `K, m > 0`, the spring force on each atom in a cosine wave is `-mω²` times its
displacement, with `ω` the mode frequency. -/
theorem wave_force {K m : ℝ} (hK : 0 < K) (hm : 0 < m) (N k : ℕ) (φ : ℝ) (n : ℤ) :
    K * (wave N k φ (n + 1) - 2 * wave N k φ n + wave N k φ (n - 1)) =
      -(m * modeFrequency K m N k ^ 2 * wave N k φ n) := by
  have hω : m * modeFrequency K m N k ^ 2 = 4 * K * sin (π * k / N) ^ 2 := by
    have hm' : m * (K / m) = K := by field_simp
    unfold modeFrequency
    rw [mul_pow, mul_pow, Real.sq_sqrt (by positivity)]
    linear_combination 4 * sin (π * k / N) ^ 2 * hm'
  have hc : cos (2 * (π * k / N)) = 1 - 2 * sin (π * k / N) ^ 2 := by
    rw [Real.cos_two_mul, Real.cos_sq']; ring
  have h1 : wave N k φ (n + 1) = cos ((2 * π * k * n / N + φ) + 2 * (π * k / N)) := by
    unfold wave; congr 1; push_cast; ring
  have h2 : wave N k φ (n - 1) = cos ((2 * π * k * n / N + φ) - 2 * (π * k / N)) := by
    unfold wave; congr 1; push_cast; ring
  rw [hω, h1, h2, Real.cos_add, Real.cos_sub, hc]
  unfold wave
  ring

/-- For an oscillator with `m, ω > 0`, second moments `s` of position and `p` of momentum obey
the uncertainty relation and have energy `ħω/2` exactly when `s = ħ/(2mω)` and `p = ħmω/2`. -/
theorem zero_point_variance {m ω : ℝ} (hm : 0 < m) (hω : 0 < ω) (hbar s p : ℝ) :
    (hbar ^ 2 / 4 ≤ s * p ∧ p / (2 * m) + m * ω ^ 2 * s / 2 = hbar * ω / 2) ↔
      (s = hbar / (2 * m * ω) ∧ p = hbar * m * ω / 2) := by
  have hd : 2 * m * ω ≠ 0 := by positivity
  constructor
  · rintro ⟨hU, hE⟩
    have h2 : p = 2 * m * (p / (2 * m)) := by field_simp
    have hp : p = m * hbar * ω - m ^ 2 * ω ^ 2 * s := by
      linear_combination h2 + 2 * m * hE
    -- the uncertainty relation leaves no room for a nonzero square
    have hsq : (m * ω * s - hbar / 2) ^ 2 = 0 := by
      rw [hp] at hU
      exact le_antisymm (by nlinarith) (sq_nonneg _)
    have h0 : m * ω * s - hbar / 2 = 0 := (pow_eq_zero_iff two_ne_zero).1 hsq
    refine ⟨?_, by linear_combination hp - m * ω * h0⟩
    rw [eq_div_iff hd]
    linear_combination 2 * h0
  · rintro ⟨hs, hp⟩
    have hs' : s * (2 * m * ω) = hbar := (eq_div_iff hd).1 hs
    have hq : p / (2 * m) = hbar * ω / 4 := by
      rw [hp, div_eq_iff (by positivity)]; ring
    refine ⟨le_of_eq ?_, by linear_combination hq + ω / 4 * hs'⟩
    rw [hp]
    linear_combination (-hbar / 4) * hs'

/-- For `K, m > 0`, the mean square displacement is `ħ/√(Km)` times its reduced value. -/
theorem zeroPointMSD_eq {K m : ℝ} (hK : 0 < K) (hm : 0 < m) (hbar : ℝ) (N : ℕ) :
    zeroPointMSD hbar K m N = hbar / √(K * m) * reducedMSD N := by
  have hr : √(K * m) = √(K / m) * m := by
    have h : K * m = K / m * m ^ 2 := by field_simp
    rw [h, Real.sqrt_mul (by positivity), Real.sqrt_sq hm.le]
  unfold zeroPointMSD reducedMSD modeFrequency
  rw [hr, mul_left_comm, Finset.mul_sum (a := hbar / (√(K / m) * m))]
  congr 1
  refine Finset.sum_congr rfl fun k _ => ?_
  ring

/-- On `[0, π]` the sine is at least the parabola `x(π - x)/π`. -/
theorem parabola_le_sin {x : ℝ} (h0 : 0 ≤ x) (h1 : x ≤ π) : x * (π - x) / π ≤ sin x := by
  have key : ∀ y : ℝ, 0 ≤ y → y ≤ π / 2 → y * (π - y) / π ≤ sin y := by
    intro y hy0 hy1
    have hJ := Real.mul_le_sin (x := π / 2 - y) (by linarith) (by linarith)
    rw [Real.sin_pi_div_two_sub] at hJ
    have hc : 0 < cos (y / 2) :=
      Real.cos_pos_of_mem_Ioo ⟨by linarith [pi_pos], by linarith [pi_pos]⟩
    have ht := Real.le_tan (x := y / 2) (by linarith) (by linarith [pi_pos])
    rw [Real.tan_eq_sin_div_cos, le_div_iff₀ hc] at ht
    have hs : sin y = 2 * sin (y / 2) * cos (y / 2) := by
      rw [← Real.sin_two_mul]; congr 1; ring
    have hc2 : cos y = 2 * cos (y / 2) ^ 2 - 1 := by
      rw [← Real.cos_two_mul]; congr 1; ring
    have hpi : π * π⁻¹ = 1 := mul_inv_cancel₀ pi_ne_zero
    calc y * (π - y) / π = y * (1 + 2 / π * (π / 2 - y)) / 2 := by
          linear_combination (y / 2) * hpi
      _ ≤ y * (1 + cos y) / 2 := by gcongr
      _ ≤ sin y := by
          rw [hs, hc2]
          nlinarith [mul_le_mul_of_nonneg_right ht hc.le]
  rcases le_total x (π / 2) with h | h
  · exact key x h0 h
  · have h2 := key (π - x) (by linarith) (by linarith)
    have e : (π - x) * (π - (π - x)) = x * (π - x) := by ring
    rwa [Real.sin_pi_sub, e] at h2

/-- For `0 < x < π`, `1/sin x` is at most `1/x + 1/(π - x)` and falls short of it by at most
`2/π`. -/
theorem inv_sin_bounds {x : ℝ} (h0 : 0 < x) (h1 : x < π) :
    1 / x + 1 / (π - x) - 2 / π ≤ 1 / sin x ∧ 1 / sin x ≤ 1 / x + 1 / (π - x) := by
  have hy : 0 < π - x := by linarith
  have hs := Real.sin_pos_of_pos_of_lt_pi h0 h1
  have hpi : 0 < π / 2 := by positivity
  constructor
  · rcases le_total x (π / 2) with h | h
    · have a := one_div_le_one_div_of_le hs (Real.sin_le h0.le)
      have b := one_div_le_one_div_of_le hpi (show π / 2 ≤ π - x by linarith)
      rw [one_div_div] at b
      linarith
    · have c := Real.sin_le hy.le
      rw [Real.sin_pi_sub] at c
      have a := one_div_le_one_div_of_le hs c
      have b := one_div_le_one_div_of_le hpi h
      rw [one_div_div] at b
      linarith
  · have e : 1 / (x * (π - x) / π) = 1 / x + 1 / (π - x) := by
      rw [div_add_div _ _ h0.ne' hy.ne', one_div_div]; congr 1; ring
    rw [← e]
    exact one_div_le_one_div_of_le (by positivity) (parabola_le_sin h0.le h1.le)

/-- For `N ≥ 1`, the harmonic sum `1 + 1/2 + ... + 1/(N-1)` lies between `log N` and
`1 + log N - 1/N`. -/
theorem harmonic_bounds {N : ℕ} (hN : 1 ≤ N) :
    log N ≤ ∑ k ∈ Finset.Ico 1 N, 1 / (k : ℝ) ∧
      ∑ k ∈ Finset.Ico 1 N, 1 / (k : ℝ) + 1 / N ≤ 1 + log N := by
  induction N, hN using Nat.le_induction with
  | base => simp
  | succ n hn ih =>
    have hp : (0 : ℝ) < n := by exact_mod_cast hn
    have hq : (n : ℝ) + 1 ≠ 0 := by positivity
    have h1 := Real.log_le_sub_one_of_pos (show (0 : ℝ) < (n + 1) / n by positivity)
    have h2 := Real.log_le_sub_one_of_pos (show (0 : ℝ) < n / (n + 1) by positivity)
    have e1 : ((n : ℝ) + 1) / n - 1 = 1 / n := by
      rw [add_div, div_self hp.ne']; ring
    have e2 : (n : ℝ) / (n + 1) - 1 = -(1 / (n + 1)) := by
      rw [div_sub_one hq]; ring
    rw [Real.log_div hq hp.ne', e1] at h1
    rw [Real.log_div hp.ne' hq, e2] at h2
    rw [Finset.sum_Ico_succ_top hn]
    push_cast
    constructor <;> linarith [ih.1, ih.2]

/-- For `N ≥ 1`, the reduced mean square displacement lies between `(log N - 1)/(2π)` and
`(log N + 1)/(2π)`. -/
theorem reducedMSD_sharp {N : ℕ} (hN : 1 ≤ N) :
    (log N - 1) / (2 * π) ≤ reducedMSD N ∧ reducedMSD N ≤ (log N + 1) / (2 * π) := by
  have hp : (0 : ℝ) < N := by exact_mod_cast hN
  obtain ⟨hH1, hH2⟩ := harmonic_bounds hN
  have hinv : 0 < 1 / (N : ℝ) := by positivity
  -- replacing k by N - k turns one sum into the other
  have hrefl : ∑ k ∈ Finset.Ico 1 N, 1 / ((N : ℝ) - k) =
      ∑ k ∈ Finset.Ico 1 N, 1 / (k : ℝ) := by
    refine Finset.sum_nbij' (fun k => N - k) (fun k => N - k) ?_ ?_ ?_ ?_ ?_
    iterate 4
      · intro k hk
        simp only [Finset.mem_Ico] at *
        omega
    · intro k hk
      show _ = 1 / ((N - k : ℕ) : ℝ)
      rw [Nat.cast_sub (Finset.mem_Ico.1 hk).2.le]
  set H := ∑ k ∈ Finset.Ico 1 N, 1 / (k : ℝ) with hH
  have hsum : ∑ k ∈ Finset.Ico 1 N, (N / π * (1 / (k : ℝ)) + N / π * (1 / ((N : ℝ) - k))) =
      2 * N / π * H := by
    rw [Finset.sum_add_distrib, ← Finset.mul_sum, ← Finset.mul_sum, hrefl]; ring
  have hterm : ∀ k ∈ Finset.Ico 1 N,
      N / π * (1 / (k : ℝ)) + N / π * (1 / ((N : ℝ) - k)) - 2 / π ≤ 1 / sin (π * k / N) ∧
      1 / sin (π * k / N) ≤ N / π * (1 / (k : ℝ)) + N / π * (1 / ((N : ℝ) - k)) := by
    intro k hk
    obtain ⟨hk1, hk2⟩ := Finset.mem_Ico.1 hk
    have hk0 : (0 : ℝ) < k := by exact_mod_cast hk1
    have hkN : (k : ℝ) < N := by exact_mod_cast hk2
    have hx : π * k / N < π := by
      rw [div_lt_iff₀ hp]; exact mul_lt_mul_of_pos_left hkN pi_pos
    have e1 : 1 / (π * k / N) = N / π * (1 / (k : ℝ)) := by rw [one_div_div]; ring
    have e2 : 1 / (π - π * k / N) = N / π * (1 / ((N : ℝ) - k)) := by
      have e : π - π * k / N = π * (N - k) / N := by
        rw [mul_sub, sub_div, mul_div_cancel_right₀ _ hp.ne']
      rw [e, one_div_div, div_mul_div_comm, mul_one]
    have h := inv_sin_bounds (show 0 < π * k / N by positivity) hx
    rwa [e1, e2] at h
  have hlow := Finset.sum_le_sum fun k hk => (hterm k hk).1
  have hupp := Finset.sum_le_sum fun k hk => (hterm k hk).2
  rw [Finset.sum_sub_distrib, hsum, Finset.sum_const, Nat.card_Ico, nsmul_eq_mul,
    Nat.cast_sub hN, Nat.cast_one] at hlow
  rw [hsum] at hupp
  have hS : reducedMSD N = (∑ k ∈ Finset.Ico 1 N, 1 / sin (π * k / N)) / (4 * N) := by
    unfold reducedMSD
    rw [Finset.mul_sum, Finset.sum_div]
    refine Finset.sum_congr rfl fun k _ => ?_
    ring
  have hpi : 0 < 2 / π := by positivity
  rw [hS]
  constructor
  · calc (log N - 1) / (2 * π) ≤ (H - 1) / (2 * π) := by gcongr
      _ ≤ _ := by
        rw [le_div_iff₀ (by positivity)]
        calc (H - 1) / (2 * π) * (4 * N)
            = (2 * N / π * H - ((N : ℝ) - 1) * (2 / π)) - 2 / π := by ring
          _ ≤ _ := by linarith
  · calc _ ≤ H / (2 * π) := by
          rw [div_le_iff₀ (by positivity)]
          exact hupp.trans_eq (by ring)
      _ ≤ (log N + 1) / (2 * π) := by
          apply div_le_div_of_nonneg_right _ (by positivity)
          linarith

/-- For `N ≥ 1`, the reduced ground-state mean square displacement of the chain lies between
`log N/(4π)` and `(1 + log N)/4`. -/
theorem reducedMSD_log_bounds {N : ℕ} (hN : 1 ≤ N) :
    log N / (4 * π) ≤ reducedMSD N ∧ reducedMSD N ≤ (1 + log N) / 4 := by
  have hp : (0 : ℝ) < N := by exact_mod_cast hN
  have hlog : 0 ≤ log (N : ℝ) := Real.log_nonneg (by exact_mod_cast hN)
  constructor
  · calc log N / (4 * π) ≤ (∑ k ∈ Finset.Ico 1 N, 1 / (k : ℝ)) / (4 * π) :=
          div_le_div_of_nonneg_right (harmonic_bounds hN).1 (by positivity)
      _ = 1 / N * ∑ k ∈ Finset.Ico 1 N, 1 / (4 * (π * k / N)) := by
          rw [Finset.sum_div, Finset.mul_sum]
          refine Finset.sum_congr rfl fun k hk => ?_
          have hk0 : (0 : ℝ) < k := by exact_mod_cast (Finset.mem_Ico.1 hk).1
          field_simp
      _ ≤ reducedMSD N := by
          -- each frequency lies below its sound-wave value, since sin x ≤ x
          refine mul_le_mul_of_nonneg_left (Finset.sum_le_sum fun k hk => ?_) (by positivity)
          obtain ⟨hk1, hk2⟩ := Finset.mem_Ico.1 hk
          have hk0 : (0 : ℝ) < k := by exact_mod_cast hk1
          have hkN : (k : ℝ) < N := by exact_mod_cast hk2
          have hx0 : 0 < π * k / N := by positivity
          have hx : π * k / N < π := by
            rw [div_lt_iff₀ hp]; exact mul_lt_mul_of_pos_left hkN pi_pos
          have hs := Real.sin_pos_of_pos_of_lt_pi hx0 hx
          exact one_div_le_one_div_of_le (by positivity)
            (mul_le_mul_of_nonneg_left (Real.sin_le hx0.le) (by norm_num))
  · refine (reducedMSD_sharp hN).2.trans ?_
    rw [add_comm (log (N : ℝ)) 1]
    exact div_le_div_of_nonneg_left (by linarith) (by norm_num) (by linarith [pi_gt_three])

/-- For `K, m > 0`, the ground-state mean square displacement divided by `log N` tends to
`ħ/(2π√(Km))` as the chain grows. -/
theorem zeroPointMSD_div_log_tendsto {K m : ℝ} (hK : 0 < K) (hm : 0 < m) (hbar : ℝ) :
    Tendsto (fun N : ℕ => zeroPointMSD hbar K m N / log N) atTop
      (𝓝 (hbar / (2 * π * √(K * m)))) := by
  have hinv : Tendsto (fun N : ℕ => (log (N : ℝ))⁻¹) atTop (𝓝 0) :=
    tendsto_inv_atTop_zero.comp (Real.tendsto_log_atTop.comp tendsto_natCast_atTop_atTop)
  have hlo : Tendsto (fun N : ℕ => (1 - (log (N : ℝ))⁻¹) / (2 * π)) atTop
      (𝓝 (1 / (2 * π))) := by
    simpa using (hinv.const_sub 1).div_const (2 * π)
  have hhi : Tendsto (fun N : ℕ => (1 + (log (N : ℝ))⁻¹) / (2 * π)) atTop
      (𝓝 (1 / (2 * π))) := by
    simpa using (hinv.const_add 1).div_const (2 * π)
  -- squeeze the reduced mean square displacement, over `log N`, between the two sharp bounds
  have hlim : Tendsto (fun N : ℕ => reducedMSD N / log N) atTop (𝓝 (1 / (2 * π))) := by
    refine tendsto_of_tendsto_of_tendsto_of_le_of_le' hlo hhi ?_ ?_
    all_goals
      filter_upwards [eventually_ge_atTop 2] with N hN
      have hL : 0 < log (N : ℝ) := Real.log_pos (by exact_mod_cast hN)
      have hLL : (log (N : ℝ))⁻¹ * log N = 1 := inv_mul_cancel₀ hL.ne'
      have hb := reducedMSD_sharp (show 1 ≤ N by omega)
    · rw [le_div_iff₀ hL]
      refine le_trans (le_of_eq ?_) hb.1
      linear_combination (-(1 / (2 * π))) * hLL
    · rw [div_le_iff₀ hL]
      refine hb.2.trans (le_of_eq ?_)
      linear_combination (-(1 / (2 * π))) * hLL
  have e : hbar / (2 * π * √(K * m)) = hbar / √(K * m) * (1 / (2 * π)) := by ring
  rw [e]
  refine (hlim.const_mul (hbar / √(K * m))).congr fun N => ?_
  rw [zeroPointMSD_eq hK hm, mul_div_assoc]

end

end QuantumChain
```

```lean
#print axioms QuantumChain.wave_force
#print axioms QuantumChain.zero_point_variance
#print axioms QuantumChain.reducedMSD_log_bounds
#print axioms QuantumChain.zeroPointMSD_div_log_tendsto
```

```
'QuantumChain.wave_force' depends on axioms: [propext, Classical.choice, Quot.sound]
'QuantumChain.zero_point_variance' depends on axioms: [propext, Classical.choice, Quot.sound]
'QuantumChain.reducedMSD_log_bounds' depends on axioms: [propext, Classical.choice, Quot.sound]
'QuantumChain.zeroPointMSD_div_log_tendsto' depends on axioms: [propext, Classical.choice, Quot.sound]
```

## Bounds at finite length and the limit

Write $R_N$ for `reducedMSD N`, the mean square displacement in units of $\hbar/\sqrt{Km}$:
$$R_N=\frac1N\sum_{k=1}^{N-1}\frac{1}{4\sin(\pi k/N)}.$$
For every $N\ge1$, `reducedMSD_log_bounds` states
$$\frac{\log N}{4\pi}\le R_N\le\frac{1+\log N}{4},$$
with the natural logarithm. At $N=1$ the sum is empty and $R_1=0$.

The theorem `reducedMSD_sharp` gives $(\log N\mp1)/(2\pi)$ as lower and upper bounds. Its upper bound is always the better one, its lower bound from $N=8$ on. In physical units, `zeroPointMSD_div_log_tendsto` says that $\langle u^2\rangle/\log N\to\hbar/(2\pi\sqrt{Km})$ for $K,m>0$. For $\hbar>0$ the mean square displacement therefore grows without limit, but only logarithmically: this is how zero-point motion undermines positional order in the harmonic chain.

## From springs to a sum over modes

`modeFrequency` is $\omega_k=2\sqrt{K/m}\,\sin(\pi k/N)$, and `wave` is $u_n=\cos(2\pi kn/N+\varphi)$, with the atom label $n$ running over the integers. The cosine addition formula gives
$$K(u_{n+1}-2u_n+u_{n-1})=2K\left(\cos\tfrac{2\pi k}{N}-1\right)u_n=-4K\sin^2\tfrac{\pi k}{N}\,u_n=-m\omega_k^2u_n,$$
which is `wave_force`.

In `zero_point_variance`, the letters `s` and `p` are the second moments $\langle x^2\rangle$ and $\langle p^2\rangle$ of one oscillator; `p` is not a momentum. Two conditions are taken from quantum mechanics: the uncertainty relation $sp\ge\hbar^2/4$ and the ground-state energy $\hbar\omega/2$. The energy gives $p=m\hbar\omega-m^2\omega^2s$, and the uncertainty relation then becomes $(m\omega s-\hbar/2)^2\le0$. Hence $s=\hbar/(2m\omega)$ and $p=\hbar m\omega/2$, and these values satisfy both conditions.

`zeroPointMSD` adds the variances $\hbar/(2m\omega_k)$ over `Finset.Ico 1 N`, that is $k=1,\dots,N-1$, and divides by $N$. The waves in the file have unit amplitude; normalised plane waves have amplitude $1/\sqrt N$, whose square is this factor. That the quantised chain splits into independent oscillators, so that $\langle u^2\rangle$ is this sum, is built into the definition and not derived. Since $m\sqrt{K/m}=\sqrt{Km}$, each term equals $\hbar/\sqrt{Km}$ times $1/(4\sin(\pi k/N))$, as `zeroPointMSD_eq` records.

The model is one-dimensional, harmonic and at zero temperature. Within it, the result bears on lattice dynamics and on simulations in periodic cells: the mean square displacement has no finite bulk value to converge to.

## Comparing the sine sum with the harmonic sum

**A parabola below the sine.** For $0\le y\le\pi/2$, the inequality $\tan(y/2)\ge y/2$ gives
$$\sin y=2\sin\tfrac y2\cos\tfrac y2\ge y\cos^2\tfrac y2=\tfrac y2(1+\cos y).$$
Jordan's inequality gives $\cos y\ge1-2y/\pi$, so $\sin y\ge y(\pi-y)/\pi$. Reflection $y\to\pi-y$ covers the other half of $[0,\pi]$. In `parabola_le_sin` the `calc` block runs through the same chain.

**The reciprocal.** Inverting the parabola gives, for $0<x<\pi$,
$$\frac1{\sin x}\le\frac{\pi}{x(\pi-x)}=\frac1x+\frac1{\pi-x}.$$
In the other direction, if $x\le\pi/2$ then $1/\sin x\ge1/x$ and $1/(\pi-x)\le2/\pi$, so the shortfall is at most $2/\pi$. The case $x\ge\pi/2$ is its mirror image. This is `inv_sin_bounds`.

**The harmonic sum.** Let $H=\sum_{k=1}^{N-1}1/k$. Applying $\log t\le t-1$ to $(n+1)/n$ and to its inverse gives
$$\frac1{n+1}\le\log\frac{n+1}{n}\le\frac1n.$$
Induction from $N=1$ yields $\log N\le H\le1+\log N-1/N$, which is `harmonic_bounds`.

**Summing over modes.** Put $x=\pi k/N$. The two parts become $N/(\pi k)$ and $N/(\pi(N-k))$, and they have equal sums under $k\to N-k$, which `Finset.sum_nbij'` carries out. Therefore
$$\frac{2N}{\pi}H-\frac{2(N-1)}{\pi}\le\sum_{k=1}^{N-1}\frac1{\sin(\pi k/N)}\le\frac{2N}{\pi}H.$$
Division by $4N$ gives $(H-1)/(2\pi)\le R_N\le H/(2\pi)$, and the bounds on $H$ give `reducedMSD_sharp`.

**The remaining bounds and the limit.** Using $\sin x\le x$ in each term gives $R_N\ge H/(4\pi)\ge\log N/(4\pi)$. The upper bound $(1+\log N)/4$ follows from the sharp one because $2\pi>4$. Dividing the sharp bounds by $\log N$ for $N\ge2$ squeezes $R_N/\log N$ to $1/(2\pi)$; multiplying by $\hbar/\sqrt{Km}$ gives the physical limit.

## Four atoms, and larger cells

For $N=4$ the sines are $1/\sqrt2$, $1$ and $1/\sqrt2$, so
$$R_4=\frac{1}{16}\left(\sqrt2+1+\sqrt2\right)\approx0.239.$$
The logarithmic bounds are $0.110$ and $0.597$; the other pair is $0.061$ and $0.380$.

A phonon calculation for this chain can diagonalise the dynamical matrix of an $N$-atom cell at zero wavevector, omit the zero-frequency mode, add $\hbar/(2m\omega_k)$ over the rest and divide by $N$. Each doubling of the cell raises the leading term $\hbar\log N/(2\pi\sqrt{Km})$ by $\hbar\log2/(2\pi\sqrt{Km})$, about $0.110$ in units of $\hbar/\sqrt{Km}$.
